# Upper and lower bounds on the spin contamination of an unrestricted determinant

Stretch a covalent bond in a closed-shell molecule, and beyond some distance the unrestricted Hartree–Fock determinant of lowest energy usually has different spatial orbitals for its α and β electrons. The determinant is then in general no longer an eigenfunction of $\hat S^2$. For $N_a$ α electrons and $N_b$ β electrons, with $M=(N_a-N_b)/2$, its expectation value is

$$\langle \hat S^2\rangle = M(M+1) + d,\qquad d = N_b - \operatorname{tr}(P_aP_b),$$

where $P_a$ and $P_b$ are the α and β one-particle density matrices in an orthonormal basis of $K$ spatial orbitals. When $N_a\ge N_b$, the first term is the value for a pure spin state with total spin quantum number $M$, and $d$ is the spin contamination. How large can $d$ become, and when does it vanish? The answers bound the printed $\langle \hat S^2\rangle$ for a single determinant in a finite basis.

## Density matrices, contamination and weight

The Lean type `n` labels the basis orbitals. It is any finite type, and its size `Fintype.card n` is $K$.

```lean
import Mathlib

open Matrix

namespace SpinContamination

noncomputable section

variable {n : Type*} [Fintype n]
```

A set of occupied orthonormal orbitals has a density matrix that projects onto their span, so $P^\dagger=P$ and $P^2=P$. These two properties are the fields `herm` and `idem`. They describe orbitals that are either filled or empty; fractional occupations, as in thermal smearing, do not satisfy `idem`.

```lean
/-- The density matrix of a set of occupied orthonormal orbitals:
a Hermitian idempotent matrix. -/
structure IsOrbitalProjector (P : Matrix n n ℂ) : Prop where
  herm : P.IsHermitian
  idem : P * P = P
```

The contamination is defined as a complex number, so that its reality has to be proved. The Lean file starts from this expression and contains neither the spin operator nor the determinant itself.

```lean
/-- The quantity `tr Pb - tr (Pa Pb)`. For an unrestricted determinant with alpha density matrix
`Pa`, beta density matrix `Pb` and at least as many alpha as beta electrons, it is the spin
contamination. -/
def contamination (Pa Pb : Matrix n n ℂ) : ℂ :=
  Pb.trace - (Pa * Pb).trace
```

One more quantity is needed, the weight of a matrix, which is its squared Frobenius norm:

$$w(A)=\sum_i\sum_j |A_{ij}|^2 .$$

```lean
/-- The total weight of a matrix: the sum of the squared moduli of its entries. -/
def weight (A : Matrix n n ℂ) : ℝ :=
  ∑ i, ∑ j, Complex.normSq (A i j)
```

## (a) The sign of the weight

**Task.** Show that every matrix $A$ satisfies $w(A)\ge 0$.

**Solution.** Each term $|A_{ij}|^2$ is nonnegative, and so is the sum. Lean applies `Finset.sum_nonneg` once for each of the two sums.

```lean
/-- The weight of a matrix is nonnegative. -/
theorem weight_nonneg (A : Matrix n n ℂ) : 0 ≤ weight A :=
  Finset.sum_nonneg fun _ _ => Finset.sum_nonneg fun _ _ => Complex.normSq_nonneg _
```

## (b) Matrices of zero weight

**Task.** Show that $w(A)=0$ exactly when $A=0$.

**Solution.** If a sum of nonnegative terms is zero, every term is zero. Applied to the sum over $i$, this makes each row sum vanish; applied to the sum over $j$, it gives $|A_{ij}|^2=0$ and hence $A_{ij}=0$. Conversely, the zero matrix has weight zero. The Lean steps `hi` and `hij` are these two applications.

```lean
/-- Only the zero matrix has zero weight. -/
theorem weight_eq_zero_iff (A : Matrix n n ℂ) : weight A = 0 ↔ A = 0 := by
  constructor
  · intro h
    unfold weight at h
    ext i j
    have hi := (Finset.sum_eq_zero_iff_of_nonneg (fun i _ =>
      Finset.sum_nonneg fun j _ => Complex.normSq_nonneg (A i j))).1 h i (Finset.mem_univ i)
    have hij := (Finset.sum_eq_zero_iff_of_nonneg (fun j _ =>
      Complex.normSq_nonneg (A i j))).1 hi j (Finset.mem_univ j)
    exact Complex.normSq_eq_zero.1 hij
  · rintro rfl
    simp [weight]
```

## (c) The overlap of two projectors

**Task.** For two orbital projectors $P$ and $Q$, show that

$$\operatorname{tr}(PQ)=w(PQ).$$

**Solution.** For any matrix $A$,

$$\operatorname{tr}(AA^\dagger)=\sum_i\sum_j A_{ij}\overline{A_{ij}}=w(A).$$

Take $A=PQ$. Since both matrices are Hermitian and $Q^2=Q$,

$$AA^\dagger = PQ\,Q^\dagger P^\dagger = PQQP = PQP .$$

Cyclicity of the trace and $P^2=P$ then give

$$w(PQ)=\operatorname{tr}(PQP)=\operatorname{tr}(PPQ)=\operatorname{tr}(PQ).$$

In the proof, `hw` is the first display and `hA` the second. The last `rw` carries out the third, with `Matrix.trace_mul_comm` as the cyclic step.

```lean
/-- The overlap `tr (P Q)` of two orbital projectors is the weight of their product. -/
theorem trace_mul_eq_weight {P Q : Matrix n n ℂ}
    (hP : IsOrbitalProjector P) (hQ : IsOrbitalProjector Q) :
    (P * Q).trace = (weight (P * Q) : ℂ) := by
  -- the weight of any matrix is the trace of `A Aᴴ`
  have hw : ∀ A : Matrix n n ℂ, (A * Aᴴ).trace = (weight A : ℂ) := by
    intro A
    simp only [weight, Matrix.trace, Matrix.diag_apply, Matrix.mul_apply,
      Matrix.conjTranspose_apply, Complex.ofReal_sum]
    exact Finset.sum_congr rfl fun i _ => Finset.sum_congr rfl fun j _ =>
      Complex.mul_conj (A i j)
  -- for projectors, `(P Q)(P Q)ᴴ = P Q P`
  have hA : (P * Q) * (P * Q)ᴴ = P * Q * P := by
    rw [Matrix.conjTranspose_mul, hP.herm.eq, hQ.herm.eq, ← Matrix.mul_assoc,
      Matrix.mul_assoc P Q Q, hQ.idem]
  rw [← hw, hA, Matrix.trace_mul_comm (P * Q) P, ← Matrix.mul_assoc, hP.idem]
```

The right-hand side is a real number read as a complex one, so the equation also says that the trace is real.

## (d) Contamination counted from the β electrons

**Task.** Show that

$$d=\operatorname{tr}P_b-w(P_aP_b).$$

**Solution.** Insert part (c), with $P=P_a$ and $Q=P_b$, into the definition of $d$.

```lean
/-- `contamination Pa Pb` falls short of the number of beta electrons by the weight of the product
of the two density matrices. -/
theorem contamination_eq_beta_sub {Pa Pb : Matrix n n ℂ}
    (ha : IsOrbitalProjector Pa) (hb : IsOrbitalProjector Pb) :
    contamination Pa Pb = Pb.trace - (weight (Pa * Pb) : ℂ) := by
  unfold contamination
  rw [← trace_mul_eq_weight ha hb]
```

In a calculation with atomic orbitals the basis is usually not orthogonal, and the program holds coefficient matrices $C^a$ (size $K\times N_a$) and $C^b$ (size $K\times N_b$) together with the overlap matrix $S$. From these it can form the $N_a\times N_b$ matrix $O=(C^a)^\dagger S\,C^b$ of overlaps between occupied α and β orbitals, and evaluate

$$d=N_b-\sum_{k,l}|O_{kl}|^2 .$$

This is the same number: in the symmetrically orthogonalised basis the orbitals are the columns of $S^{1/2}C^a$ and $S^{1/2}C^b$, and $w(P_aP_b)$ equals the sum of the $|O_{kl}|^2$. For a doublet with $N_a=N_b+1$, the program then prints $\langle\hat S^2\rangle=0.75+d$.

## (e) The projector onto the empty orbitals

**Task.** Let $P$ be an orbital projector. Show that $1-P$ is one too, that is,

$$(1-P)^\dagger=1-P,\qquad (1-P)^2=1-P .$$

**Solution.** The first equation holds because $1$ and $P$ are both Hermitian. For the second,

$$(1-P)^2=1-2P+P^2=1-2P+P=1-P .$$

In Lean, `linear_combination` reduces the second equation to $P^2=P$, and `noncomm_ring` does the expansion without assuming that matrices commute.

```lean
variable [DecidableEq n]

/-- The projector onto the empty orbitals is again an orbital projector. -/
theorem IsOrbitalProjector.compl {P : Matrix n n ℂ} (hP : IsOrbitalProjector P) :
    IsOrbitalProjector (1 - P) where
  herm := Matrix.isHermitian_one.sub hP.herm
  idem := by linear_combination (norm := noncomm_ring) hP.idem
```

## (f) The β electrons outside the α space

**Task.** Express the contamination as a single weight:

$$d=w\big((1-P_a)P_b\big).$$

**Solution.** By part (e), $1-P_a$ is an orbital projector, so part (c) applies to the pair $1-P_a$, $P_b$:

$$w\big((1-P_a)P_b\big)=\operatorname{tr}\big((1-P_a)P_b\big)=\operatorname{tr}P_b-\operatorname{tr}(P_aP_b)=d .$$

The contamination therefore measures how much of the occupied β space sticks out of the occupied α space.

```lean
/-- `contamination Pa Pb` is the weight of the beta orbitals outside the space of the occupied alpha
orbitals. -/
theorem contamination_eq_weight {Pa Pb : Matrix n n ℂ}
    (ha : IsOrbitalProjector Pa) (hb : IsOrbitalProjector Pb) :
    contamination Pa Pb = (weight ((1 - Pa) * Pb) : ℂ) := by
  unfold contamination
  rw [← trace_mul_eq_weight ha.compl hb, sub_mul, one_mul, Matrix.trace_sub]
```

## (g) Contamination counted from the empty α orbitals

**Task.** Show that

$$d=(K-\operatorname{tr}P_a)-w\big((1-P_a)(1-P_b)\big).$$

**Solution.** Both complements are orbital projectors, so by part (c) the weight is the trace of their product. Expanding the product gives

$$(1-P_a)(1-P_b)=1-P_a-P_b+P_aP_b ,$$

and since $\operatorname{tr}1=K$,

$$w\big((1-P_a)(1-P_b)\big)=K-\operatorname{tr}P_a-\big(\operatorname{tr}P_b-\operatorname{tr}(P_aP_b)\big)=K-\operatorname{tr}P_a-d .$$

Solving for $d$ gives the claim. The expansion is `hexp` in Lean, and the final `ring` does the rearrangement.

```lean
/-- `contamination Pa Pb` falls short of the number of empty alpha orbitals by the weight of the
product of the two projectors onto empty orbitals. -/
theorem contamination_eq_holes_sub {Pa Pb : Matrix n n ℂ}
    (ha : IsOrbitalProjector Pa) (hb : IsOrbitalProjector Pb) :
    contamination Pa Pb =
      ((Fintype.card n : ℂ) - Pa.trace) - (weight ((1 - Pa) * (1 - Pb)) : ℂ) := by
  have hexp : (1 - Pa) * (1 - Pb) = 1 - Pa - Pb + Pa * Pb := by noncomm_ring
  rw [← trace_mul_eq_weight ha.compl hb.compl, hexp, Matrix.trace_add, Matrix.trace_sub,
    Matrix.trace_sub, Matrix.trace_one]
  unfold contamination
  ring
```

## (h) The range of the contamination and its zero

**Task.** Let $\operatorname{tr}P_a=N_a$ and $\operatorname{tr}P_b=N_b$. Show that $d$ is real, that

$$0\le d\le\min(N_b,\;K-N_a),$$

and that

$$d=0\iff P_aP_b=P_b .$$

**Solution.** By part (f), $d$ is a weight, so it is real and, by part (a), nonnegative. Part (d) gives $d=N_b-w(P_aP_b)\le N_b$. Part (g) gives $d=K-N_a-w((1-P_a)(1-P_b))\le K-N_a$. Finally, by parts (f) and (b), $d=0$ exactly when $(1-P_a)P_b=0$, which is $P_b=P_aP_b$.

```lean
/-- For `Na` alpha and `Nb` beta electrons in orthonormal orbitals, `contamination Pa Pb` is real,
lies between zero and the smaller of `Nb` and the number of empty alpha orbitals, and vanishes
exactly when the occupied beta space lies in the occupied alpha space. -/
theorem contamination_bounds {Pa Pb : Matrix n n ℂ} {Na Nb : ℝ}
    (ha : IsOrbitalProjector Pa) (hb : IsOrbitalProjector Pb)
    (hNa : Pa.trace = (Na : ℂ)) (hNb : Pb.trace = (Nb : ℂ)) :
    (contamination Pa Pb).im = 0 ∧
    0 ≤ (contamination Pa Pb).re ∧
    (contamination Pa Pb).re ≤ min Nb ((Fintype.card n : ℝ) - Na) ∧
    (contamination Pa Pb = 0 ↔ Pa * Pb = Pb) := by
  have hd := contamination_eq_weight ha hb
  refine ⟨?_, ?_, le_min ?_ ?_, ?_⟩
  · rw [hd, Complex.ofReal_im]
  · rw [hd, Complex.ofReal_re]
    exact weight_nonneg _
  · -- the overlap of the two occupied spaces is nonnegative
    have h := congrArg Complex.re (contamination_eq_beta_sub ha hb)
    rw [hNb] at h
    simp only [Complex.sub_re, Complex.ofReal_re] at h
    linarith [weight_nonneg (Pa * Pb)]
  · -- the overlap of the two empty spaces is nonnegative
    have h := congrArg Complex.re (contamination_eq_holes_sub ha hb)
    rw [hNa] at h
    simp only [Complex.sub_re, Complex.ofReal_re, Complex.natCast_re] at h
    linarith [weight_nonneg ((1 - Pa) * (1 - Pb))]
  · rw [hd, Complex.ofReal_eq_zero, weight_eq_zero_iff, sub_mul, one_mul, sub_eq_zero]
    exact eq_comm
```

The conclusion has four components: the imaginary part is zero, the real part is nonnegative, the real part is at most the minimum, and the zero case. The `refine` line splits the minimum into its two upper bounds, which makes five goals. For each upper bound, `congrArg Complex.re` takes the real part of the identity from (d) or (g), and `linarith` adds the sign of the weight.

The hypotheses `hNa` and `hNb` give names to the two traces. Lean takes `Na` and `Nb` as real numbers and does not use that they are integers, nor that $N_a\ge N_b$. For $N_a<N_b$ the statements about $d$ still hold, but $d$ then exceeds the spin contamination by $N_b-N_a$.

The condition $P_aP_b=P_b$ says that every occupied β orbital lies in the span of the occupied α orbitals. Restricted determinants, closed-shell or high-spin open-shell, have this property. With $N_a+N_b\le K$, the usual situation in a large basis, $N_b$ is the smaller of the two upper bounds.

## (i) When the upper bounds are reached

**Task.** Show that

$$d=\operatorname{tr}P_b\iff P_aP_b=0,$$

$$d=K-\operatorname{tr}P_a\iff(1-P_a)(1-P_b)=0 .$$

**Solution.** By part (d), $d=\operatorname{tr}P_b$ exactly when $w(P_aP_b)=0$, and by part (b) this means $P_aP_b=0$. The second equivalence follows in the same way from parts (g) and (b). In Lean, `sub_eq_self` is the step from $x-w=x$ to $w=0$.

```lean
/-- `contamination Pa Pb` equals the number of beta electrons exactly when the occupied alpha and
beta spaces are orthogonal, and the number of empty alpha orbitals exactly when the empty alpha and
beta spaces are orthogonal. -/
theorem contamination_maximal_iff {Pa Pb : Matrix n n ℂ}
    (ha : IsOrbitalProjector Pa) (hb : IsOrbitalProjector Pb) :
    (contamination Pa Pb = Pb.trace ↔ Pa * Pb = 0) ∧
    (contamination Pa Pb = (Fintype.card n : ℂ) - Pa.trace ↔
      (1 - Pa) * (1 - Pb) = 0) := by
  constructor
  · rw [contamination_eq_beta_sub ha hb, sub_eq_self, Complex.ofReal_eq_zero,
      weight_eq_zero_iff]
  · rw [contamination_eq_holes_sub ha hb, sub_eq_self, Complex.ofReal_eq_zero,
      weight_eq_zero_iff]
```

The first case is that of orthogonal occupied spaces. A hydrogen molecule pulled fully apart, with the α electron on one atom and the β electron on the other, is an example: $d=1$, and since $M=0$, also $\langle\hat S^2\rangle=1$, halfway between singlet and triplet. In the second case the empty α and β spaces are orthogonal.

## (j) One α and one β electron in two orbitals

A normalised real orbital with coefficients $c$ and $s$ on two orthonormal basis functions has the density matrix

$$D(c,s)=\begin{pmatrix}c^2&cs\\ cs&s^2\end{pmatrix}.$$

```lean
/-- For `c ^ 2 + s ^ 2 = 1`, the density matrix of one electron in the real orbital with
coefficients `c` and `s` on two orthonormal basis functions. -/
def orbitalDensity (c s : ℝ) : Matrix (Fin 2) (Fin 2) ℂ :=
  !![(c : ℂ) ^ 2, (c : ℂ) * s; (c : ℂ) * s, (s : ℂ) ^ 2]
```

**Task.** Put the α electron in the first basis function and the β electron in the orbital $(c,s)$, with $c^2+s^2=1$. Show that $D(1,0)$ and $D(c,s)$ are orbital projectors of trace one, and that

$$d=s^2 .$$

**Solution.** $D(c,s)$ is real and symmetric, hence Hermitian, and its trace is $c^2+s^2=1$. Every entry of its square contains the same factor:

$$D(c,s)^2=(c^2+s^2)\,D(c,s)=D(c,s).$$

The choice $c=1$, $s=0$ is a special case. The product $D(1,0)D(c,s)$ keeps the first row of $D(c,s)$ and sets the second to zero, so its trace is $c^2$, and

$$d=(c^2+s^2)-c^2=s^2 .$$

Here $N_b=1$ and $K-N_a=1$, so part (h) allows $0\le d\le1$. Every value $t$ in this interval occurs, for instance with $s=\sqrt t$ and $c=\sqrt{1-t}$.

In Lean, `key` proves the projector properties for every normalised pair and is used twice. It checks the square entry by entry, and each `linear_combination` multiplies $c^2+s^2=1$ by the entry in question.

```lean
/-- With the alpha electron in the first basis function and the beta electron in the
normalised orbital `(c, s)`, both density matrices are orbital projectors of trace one
and the spin contamination is `s ^ 2`. -/
theorem contamination_witness (c s : ℝ) (h : c ^ 2 + s ^ 2 = 1) :
    IsOrbitalProjector (orbitalDensity 1 0) ∧ IsOrbitalProjector (orbitalDensity c s) ∧
    (orbitalDensity 1 0).trace = 1 ∧ (orbitalDensity c s).trace = 1 ∧
    contamination (orbitalDensity 1 0) (orbitalDensity c s) = (s : ℂ) ^ 2 := by
  -- every normalised orbital gives a projector of trace one
  have key : ∀ c s : ℝ, c ^ 2 + s ^ 2 = 1 →
      IsOrbitalProjector (orbitalDensity c s) ∧ (orbitalDensity c s).trace = 1 := by
    intro c s h
    have h' : (c : ℂ) ^ 2 + (s : ℂ) ^ 2 = 1 := by exact_mod_cast h
    refine ⟨⟨?_, ?_⟩, ?_⟩
    · refine Matrix.IsHermitian.ext fun i j => ?_
      fin_cases i <;> fin_cases j <;> simp [orbitalDensity]
    · unfold orbitalDensity
      rw [Matrix.mul_fin_two]
      ext i j
      fin_cases i <;> fin_cases j
      · change (c : ℂ) ^ 2 * (c : ℂ) ^ 2 + (c : ℂ) * s * ((c : ℂ) * s) = (c : ℂ) ^ 2
        linear_combination (c : ℂ) ^ 2 * h'
      · change (c : ℂ) ^ 2 * ((c : ℂ) * s) + (c : ℂ) * s * (s : ℂ) ^ 2 = (c : ℂ) * s
        linear_combination (c : ℂ) * s * h'
      · change (c : ℂ) * s * (c : ℂ) ^ 2 + (s : ℂ) ^ 2 * ((c : ℂ) * s) = (c : ℂ) * s
        linear_combination (c : ℂ) * s * h'
      · change (c : ℂ) * s * ((c : ℂ) * s) + (s : ℂ) ^ 2 * (s : ℂ) ^ 2 = (s : ℂ) ^ 2
        linear_combination (s : ℂ) ^ 2 * h'
    · unfold orbitalDensity
      rw [Matrix.trace_fin_two_of]
      exact h'
  have h10 := key 1 0 (by norm_num)
  have hcs := key c s h
  refine ⟨h10.1, hcs.1, h10.2, hcs.2, ?_⟩
  unfold contamination orbitalDensity
  rw [Matrix.mul_fin_two, Matrix.trace_fin_two_of, Matrix.trace_fin_two_of]
  push_cast
  ring

end

end SpinContamination
```

```lean
#print axioms SpinContamination.contamination_bounds
#print axioms SpinContamination.contamination_maximal_iff
```

```
'SpinContamination.contamination_bounds' depends on axioms: [propext, Classical.choice, Quot.sound]
'SpinContamination.contamination_maximal_iff' depends on axioms: [propext, Classical.choice, Quot.sound]
```
